# Spin-independent expectation values from one fixed spin assignment, for fermions on finitely many sites

The wave function of many spin-1/2 fermions, such as electrons, depends on spins as well as positions. Taken literally, an expectation value for N particles with n up spins needs a sum over every way of distributing those spins. A Monte Carlo program that instead declares particular electrons to be up and the rest down works with a different function, one that need not change sign when an up and a down electron exchange positions. Without further argument, its averages might not be those of the fermionic state.

They do agree when the wave function is antisymmetric with a definite number of up spins and the operator ignores spin and treats all particles alike. For variational Monte Carlo on a finite set of positions, this justifies replacing one determinant over all electrons, built from orbitals of definite spin, by an up determinant times a down determinant.

## Positions, spins and the operator

Particles are labelled by a finite type `ι` with N elements, and each sits at a point of a finite set `X`, such as the sites of a lattice. A position configuration is a function R from `ι` to `X`. Continuous space is not covered.

```lean
import Mathlib

open Finset
open scoped ComplexOrder

namespace SpinFixedMonteCarlo

noncomputable section

variable {ι X : Type*} [Fintype ι] [DecidableEq ι] [Fintype X]
```

A spin assignment s sends each particle to `true` (up) or `false` (down). Its number of up spins is

```lean
/-- The number of up spins (value `true`) in a spin assignment. -/
def upCount (s : ι → Bool) : ℕ := (univ.filter (fun i => s i = true)).card
```

The wave function Ψ(R, s) is complex-valued. For a permutation σ of the labels, R∘σ is the configuration in which particle i has the position R(σ i). Fermionic antisymmetry exchanges positions and spins together:

Ψ(R∘σ, s∘σ) = sgn(σ) Ψ(R, s).

```lean
/-- Exchanging particles, positions and spins together, multiplies the wave function by the
sign of the permutation. -/
def IsAntisymmetric (Ψ : (ι → X) → (ι → Bool) → ℂ) : Prop :=
  ∀ (σ : Equiv.Perm ι) (R : ι → X) (s : ι → Bool),
    Ψ (R ∘ σ) (s ∘ σ) = ((Equiv.Perm.sign σ : ℤ) : ℂ) * Ψ R s
```

A definite spin projection along the quantisation axis means that Ψ vanishes unless exactly n spins are up. No definite total spin is assumed.

```lean
/-- The wave function vanishes unless exactly `n` spins are up. -/
def HasUpSpins (n : ℕ) (Ψ : (ι → X) → (ι → Bool) → ℂ) : Prop :=
  ∀ R s, upCount s ≠ n → Ψ R s = 0
```

The operator is a complex matrix O(R, R′) on position configurations. Relabelling the particles in both arguments must leave it unchanged, as for any operator that treats identical particles alike:

O(R∘σ, R′∘σ) = O(R, R′).

Hopping, external potentials and pair interactions have this form if they are the same for all particles. Spin-orbit coupling and magnetic fields acting on the spins do not. Hermiticity is not required.

```lean
/-- The kernel on position configurations is unchanged when the particles are relabelled. -/
def IsPermInvariant (O : Matrix (ι → X) (ι → X) ℂ) : Prop :=
  ∀ (σ : Equiv.Perm ι) (R R' : ι → X), O (R ∘ σ) (R' ∘ σ) = O R R'
```

At a fixed spin assignment s, the unnormalised expectation value is

E(s) = Σ_{R,R′} conj(Ψ(R, s)) O(R, R′) Ψ(R′, s).

In Lean this is `spatialExp` applied to the function of positions left when s is held fixed.

```lean
/-- The unnormalized expectation value `⟨ψ, O ψ⟩` of a function of the positions alone. -/
def spatialExp (O : Matrix (ι → X) (ι → X) ℂ) (ψ : (ι → X) → ℂ) : ℂ :=
  ∑ R, ∑ R', star (ψ R) * O R R' * ψ R'
```

Since O acts as the identity on spins, the full expectation value has no cross terms between different spin assignments:

⟨Ψ, OΨ⟩ = Σ_s E(s).

Replacing O by the identity matrix `1` gives the squared norm.

```lean
/-- The unnormalized expectation value `⟨Ψ, O Ψ⟩` over positions and spins, with `O` acting as
the identity on the spins. -/
def fullExp (O : Matrix (ι → X) (ι → X) ℂ) (Ψ : (ι → X) → (ι → Bool) → ℂ) : ℂ :=
  ∑ s, spatialExp O (fun R => Ψ R s)
```

## Equal contributions from all allowed spin assignments

Let s and t have equally many up spins. Choose a bijection from the up particles of s to those of t. The down particles are also equal in number, so the bijection extends to a permutation σ of all labels, and then s = t∘σ.

The proof obtains the bijection `e` from equality of cardinalities and extends it with `extendSubtype`. An up particle of s lands on an up particle of t by construction. If a down particle i landed on an up particle of t, that target would already be the image of an up particle of s, and injectivity would give a contradiction.

```lean
omit [DecidableEq ι] in
/-- Two spin assignments with equally many up spins differ by a relabelling of the particles. -/
theorem exists_perm {s t : ι → Bool} (h : upCount s = upCount t) :
    ∃ σ : Equiv.Perm ι, s = t ∘ σ := by
  obtain ⟨e⟩ : Nonempty ({i // s i = true} ≃ {i // t i = true}) := by
    apply Fintype.card_eq.mp
    rw [Fintype.card_subtype, Fintype.card_subtype]
    exact h
  refine ⟨e.extendSubtype, funext fun i => ?_⟩
  change s i = t (e.extendSubtype i)
  by_cases hi : s i = true
  · rw [hi, e.extendSubtype_apply_of_mem i hi]
    exact (e ⟨i, hi⟩).2.symm
  · have hn : t (e.extendSubtype i) ≠ true := by
      intro hq
      have hy := (e.symm ⟨_, hq⟩).2
      have h1 := e.extendSubtype_apply_of_mem _ hy
      have h2 : e.extendSubtype (e.symm ⟨_, hq⟩).1 = e.extendSubtype i := by
        rw [h1]; simp
      rw [e.extendSubtype.injective h2] at hy
      exact hi hy
    rw [Bool.eq_false_iff.mpr hi, Bool.eq_false_iff.mpr hn]
```

An assignment is determined by its set of up particles, so there are as many assignments with n up spins as there are n-element subsets of N labels, namely C(N, n). The three parts of the bijection proof show that the up set has the right size, that it determines s, and that every such subset occurs.

```lean
/-- For `N` particles there are `N.choose n` spin assignments with `n` up spins. -/
theorem card_sector (n : ℕ) :
    (univ.filter (fun s : ι → Bool => upCount s = n)).card = (Fintype.card ι).choose n := by
  rw [← Finset.card_univ, ← Finset.card_powersetCard]
  refine Finset.card_bij (fun s _ => univ.filter (fun i => s i = true)) ?_ ?_ ?_
  · intro s hs
    exact mem_powersetCard.mpr ⟨subset_univ _, (mem_filter.mp hs).2⟩
  · intro s _ t _ h
    funext i
    have hi := Finset.ext_iff.mp h i
    simp only [mem_filter, mem_univ, true_and] at hi
    exact Bool.eq_iff_iff.mpr hi
  · intro A hA
    have h : univ.filter (fun i => decide (i ∈ A) = true) = A := by ext i; simp
    refine ⟨fun i => decide (i ∈ A), mem_filter.mpr ⟨mem_univ _, ?_⟩, h⟩
    unfold upCount
    rw [h]
    exact (mem_powersetCard.mp hA).2
```

Now compare E(s∘σ) with E(s). Since R ↦ R∘σ is a bijection on configurations, both summation variables can be relabelled:

E(s∘σ) = Σ_{R,R′} conj(Ψ(R∘σ, s∘σ)) O(R∘σ, R′∘σ) Ψ(R′∘σ, s∘σ)

= sgn(σ)² Σ_{R,R′} conj(Ψ(R, s)) O(R, R′) Ψ(R′, s)

= E(s).

The two uses of `Equiv.sum_comp` perform the relabelling. The rewrites insert antisymmetry twice and invariance once, and the last line checks both possible signs.

```lean
/-- For an antisymmetric wave function, permuting the fixed spins does not change the unnormalized
expectation value of an invariant kernel. -/
theorem spatialExp_perm {O : Matrix (ι → X) (ι → X) ℂ} {Ψ : (ι → X) → (ι → Bool) → ℂ}
    (hO : IsPermInvariant O) (hΨ : IsAntisymmetric Ψ) (σ : Equiv.Perm ι) (s : ι → Bool) :
    spatialExp O (fun R => Ψ R (s ∘ σ)) = spatialExp O (fun R => Ψ R s) := by
  let e : (ι → X) ≃ (ι → X) :=
    ⟨fun R => R ∘ σ, fun R => R ∘ σ.symm, fun R => by funext i; simp,
      fun R => by funext i; simp⟩
  -- relabel both position configurations; the two signs cancel
  refine (Equiv.sum_comp e _).symm.trans (sum_congr rfl fun R _ =>
    (Equiv.sum_comp e _).symm.trans (sum_congr rfl fun R' _ => ?_))
  change star (Ψ (R ∘ σ) (s ∘ σ)) * O (R ∘ σ) (R' ∘ σ) * Ψ (R' ∘ σ) (s ∘ σ) = _
  rw [hΨ σ R s, hΨ σ R' s, hO σ R R']
  rcases Int.units_eq_one_or (Equiv.Perm.sign σ) with h | h <;> simp [h]
```

## The binomial factor and its cancellation

Fix any s₀ with n up spins and write ψ₀(R) = Ψ(R, s₀). Making the first n electrons up is one such choice. Every s with n up spins contributes E(s₀), and every other s contributes zero. Hence

⟨Ψ, OΨ⟩ = C(N, n) ⟨ψ₀, Oψ₀⟩.

The intermediate statement `h` records these two cases, and `card_sector` counts the surviving terms.

```lean
/-- For an invariant kernel and an antisymmetric wave function of `N` particles with `n` up spins,
the full unnormalized expectation value is `N.choose n` times the one at any fixed spin assignment
`s₀` with `n` up spins. -/
theorem fullExp_eq {n : ℕ} {O : Matrix (ι → X) (ι → X) ℂ} {Ψ : (ι → X) → (ι → Bool) → ℂ}
    (hO : IsPermInvariant O) (hΨ : IsAntisymmetric Ψ) (hn : HasUpSpins n Ψ)
    {s₀ : ι → Bool} (hs₀ : upCount s₀ = n) :
    fullExp O Ψ = ((Fintype.card ι).choose n : ℂ) * spatialExp O (fun R => Ψ R s₀) := by
  have h : ∀ s, spatialExp O (fun R => Ψ R s) =
      if upCount s = n then spatialExp O (fun R => Ψ R s₀) else 0 := by
    intro s
    split_ifs with hs
    · obtain ⟨σ, rfl⟩ := exists_perm (hs.trans hs₀.symm)
      exact spatialExp_perm hO hΨ σ s₀
    · have z : ∀ R, Ψ R s = 0 := fun R => hn R s hs
      simp [spatialExp, z]
  unfold fullExp
  rw [sum_congr rfl (fun s _ => h s), ← sum_filter, sum_const, card_sector, nsmul_eq_mul]
```

For normalised averages, suppose also that Ψ is not identically zero. If ψ₀ had zero norm,

Σ_R |ψ₀(R)|² = 0,

then every ψ₀(R) would vanish. Any other s with n up spins is s₀∘σ for some σ, and antisymmetry would give

Ψ(R, s₀∘σ) = sgn(σ) ψ₀(R∘σ⁻¹) = 0.

Together with the vanishing for all other spin numbers, this would make Ψ zero, a contradiction. So ψ₀ has nonzero norm. The binomial formula applies to both O and the identity, and its nonzero factor cancels:

⟨Ψ, OΨ⟩ / ⟨Ψ, Ψ⟩ = ⟨ψ₀, Oψ₀⟩ / ⟨ψ₀, ψ₀⟩.

The first half of the proof is the argument by contradiction; the second half is the cancellation.

```lean
/-- For a nonzero antisymmetric wave function with `n` up spins, fixing any spin assignment with `n`
up spins leaves a function of nonzero norm, and for an invariant kernel the normalized expectation
values agree. -/
theorem normalized_eq [DecidableEq X] {n : ℕ} {O : Matrix (ι → X) (ι → X) ℂ}
    {Ψ : (ι → X) → (ι → Bool) → ℂ} (hO : IsPermInvariant O) (hΨ : IsAntisymmetric Ψ)
    (hn : HasUpSpins n Ψ) (hne : Ψ ≠ 0) {s₀ : ι → Bool} (hs₀ : upCount s₀ = n) :
    spatialExp 1 (fun R => Ψ R s₀) ≠ 0 ∧
      fullExp O Ψ / fullExp 1 Ψ =
        spatialExp O (fun R => Ψ R s₀) / spatialExp 1 (fun R => Ψ R s₀) := by
  have h1 : IsPermInvariant (1 : Matrix (ι → X) (ι → X) ℂ) := by
    intro σ R R'
    have h : R ∘ σ = R' ∘ σ ↔ R = R' := σ.surjective.injective_comp_right.eq_iff
    simp only [Matrix.one_apply, h]
  constructor
  · intro h0
    have hd : star (fun R => Ψ R s₀) ⬝ᵥ (fun R => Ψ R s₀) = 0 := by
      rw [← h0]
      simp [spatialExp, Matrix.one_apply, dotProduct]
    have hz : ∀ R, Ψ R s₀ = 0 := congrFun (dotProduct_star_self_eq_zero.mp hd)
    -- antisymmetry carries the zero to every spin assignment with `n` up spins
    apply hne
    funext R s
    by_cases hs : upCount s = n
    · obtain ⟨σ, rfl⟩ := exists_perm (hs.trans hs₀.symm)
      have h := hΨ σ (R ∘ σ.symm) s₀
      have hR : (R ∘ σ.symm) ∘ σ = R := by funext i; simp
      rw [hR, hz, mul_zero] at h
      exact h
    · exact hn R s hs
  · have hle : n ≤ Fintype.card ι := by
      rw [← hs₀]; exact Finset.card_le_univ _
    have hc : ((Fintype.card ι).choose n : ℂ) ≠ 0 :=
      Nat.cast_ne_zero.mpr (Nat.choose_pos hle).ne'
    rw [fullExp_eq hO hΨ hn hs₀, fullExp_eq h1 hΨ hn hs₀, mul_div_mul_left _ _ hc]
```

The equality concerns exact finite sums. It says nothing about sampling errors or the dynamics of diffusion Monte Carlo.

## Slater determinants split into up and down factors

Let spin orbital j have spatial part φⱼ and definite spin τ(j). The matrix entry for particle i and orbital j is φⱼ(R(i)) if s(i) = τ(j), and zero otherwise. The usual factor 1/√(N!) is omitted; it cancels in normalised averages. The orbitals need not be orthonormal.

```lean
/-- The Slater determinant of spin orbitals with spatial parts `φ j` and spins `τ j`. -/
def slater (φ : ι → X → ℂ) (τ : ι → Bool) (R : ι → X) (s : ι → Bool) : ℂ :=
  Matrix.det (Matrix.of fun i j => if s i = τ j then φ j (R i) else 0)
```

Permuting particles permutes rows, which gives the sign. In the expansion of the determinant, a nonzero term must pair every particle with an orbital of the same spin, so particles and orbitals have equally many up spins. If the numbers differ, each term contains a zero factor, which the proof finds by contradiction.

```lean
omit [Fintype X] in
/-- A Slater determinant is antisymmetric and has as many up spins as it has up orbitals. -/
theorem slater_sector (φ : ι → X → ℂ) (τ : ι → Bool) :
    IsAntisymmetric (slater φ τ) ∧ HasUpSpins (upCount τ) (slater φ τ) := by
  refine ⟨fun σ R s => Matrix.det_permute σ
    (Matrix.of fun i j => if s i = τ j then φ j (R i) else 0), fun R s hs => ?_⟩
  unfold slater
  rw [Matrix.det_apply]
  refine sum_eq_zero fun σ _ => ?_
  -- a nonvanishing term would match every particle spin with an orbital spin
  have hex : ∃ i, s (σ i) ≠ τ i := by
    by_contra hcon
    push Not at hcon
    apply hs
    unfold upCount
    rw [card_filter, card_filter, ← Equiv.sum_comp σ]
    exact sum_congr rfl fun i _ => by rw [hcon i]
  obtain ⟨i, hi⟩ := hex
  rw [prod_eq_zero (mem_univ i), smul_zero]
  simp [hi]
```

Take n up and m down orbitals, and fix the spins of the particles in the same pattern. The matrix becomes block diagonal:

ψ₀(R) = det[φⱼ(R(i))]_up · det[φⱼ(R(i))]_down.

The type `Fin n ⊕ Fin m` labels the two groups, with `Sum.inl` for up and `Sum.inr` for down. The proof counts the up spins (`hc`), factorises the block determinant (`hb`) and applies the general formula.

```lean
/-- For `n` up and `m` down orbitals, the unnormalized expectation value of an invariant kernel in
the Slater determinant is `(n + m).choose n` times that in the product of an up and a down
determinant. -/
theorem slater_expectation {n m : ℕ} (φ : Fin n ⊕ Fin m → X → ℂ)
    {O : Matrix (Fin n ⊕ Fin m → X) (Fin n ⊕ Fin m → X) ℂ} (hO : IsPermInvariant O) :
    fullExp O (slater φ (Sum.elim (fun _ => true) (fun _ => false))) =
      ((n + m).choose n : ℂ) * spatialExp O (fun R =>
        Matrix.det (Matrix.of fun i j => φ (Sum.inl j) (R (Sum.inl i))) *
        Matrix.det (Matrix.of fun i j => φ (Sum.inr j) (R (Sum.inr i)))) := by
  set τ : Fin n ⊕ Fin m → Bool := Sum.elim (fun _ => true) (fun _ => false) with hτ
  have hc : upCount τ = n := by
    unfold upCount
    rw [card_filter, Fintype.sum_sum_type]
    simp [hτ]
  have hb : ∀ R, slater φ τ R τ =
      Matrix.det (Matrix.of fun i j => φ (Sum.inl j) (R (Sum.inl i))) *
      Matrix.det (Matrix.of fun i j => φ (Sum.inr j) (R (Sum.inr i))) := by
    intro R
    rw [← Matrix.det_fromBlocks_zero₂₁ _ 0 _]
    unfold slater
    congr 1
    ext (i | i) (j | j) <;> simp [hτ]
  have hmain := fullExp_eq hO (slater_sector φ τ).1 (slater_sector φ τ).2 rfl
  simp only [hb, hc, Fintype.card_sum, Fintype.card_fin] at hmain
  exact hmain
```

For a small instance, take one up and one down electron on sites 1 and 2. Let the up orbital have values (1, 2) and the down orbital (1, 0). With the first electron up,

ψ₀(1, 1) = 1, ψ₀(2, 1) = 2,

and the other two values are zero. Let O count the electrons on site 2. Then

⟨ψ₀, ψ₀⟩ = 1 + 4 = 5, ⟨ψ₀, Oψ₀⟩ = 4.

The opposite spin assignment gives −φ_down(x₁) φ_up(x₂), where x₁ and x₂ are the positions of the two electrons, and contributes another 5 and 4. The full average is therefore 8/10 = 4/5, the same as the fixed-spin average. The factor C(2, 1) = 2 appears in both numerator and denominator.

Permutation invariance matters here. Let O instead ask whether the first-labelled electron is on site 2. The assignment with that electron up still contributes 4, but the opposite assignment contributes 0, because the first electron then occupies the down orbital on site 1. The full average is 4/10 = 2/5, while the fixed-spin average remains 4/5.

## A nonzero state for every particle number

Let there be one site per particle and let orbital j be localised on site j. With particle i on site i and spins s = τ, the Slater matrix is the identity and its determinant is 1. The wave function is therefore nonzero, whatever the orbital spins. A one-body potential

V(R) = Σᵢ v(R(i))

gives a diagonal kernel that is invariant because relabelling only reorders the sum. The assumptions on state and operator are thus met by a concrete example.

```lean
/-- With one site per particle and orbitals localized on the sites, the Slater determinant is
antisymmetric, has as many up spins as up orbitals, and equals 1 when each particle `i` is on site
`i` with spin `τ i`; a one-body potential is invariant. -/
theorem slater_witness (τ : ι → Bool) (v : ι → ℂ) :
    IsAntisymmetric (slater (fun j x : ι => if x = j then 1 else 0) τ) ∧
    HasUpSpins (upCount τ) (slater (fun j x : ι => if x = j then 1 else 0) τ) ∧
    slater (fun j x : ι => if x = j then 1 else 0) τ id τ = 1 ∧
    IsPermInvariant (Matrix.diagonal fun R : ι → ι => ∑ i, v (R i)) := by
  refine ⟨(slater_sector _ τ).1, (slater_sector _ τ).2, ?_, ?_⟩
  · unfold slater
    rw [← Matrix.det_one (n := ι) (R := ℂ)]
    congr 1
    ext i j
    by_cases h : i = j
    · subst h; simp
    · simp [h]
  · intro σ R R'
    have h : R ∘ σ = R' ∘ σ ↔ R = R' := σ.surjective.injective_comp_right.eq_iff
    have hv : ∑ i, v ((R ∘ σ) i) = ∑ i, v (R i) := Equiv.sum_comp σ (fun i => v (R i))
    simp only [Matrix.diagonal_apply, h, hv]

end

end SpinFixedMonteCarlo
```

```lean
#print axioms SpinFixedMonteCarlo.fullExp_eq
#print axioms SpinFixedMonteCarlo.normalized_eq
#print axioms SpinFixedMonteCarlo.slater_expectation
```

```
'SpinFixedMonteCarlo.fullExp_eq' depends on axioms: [propext, Classical.choice, Quot.sound]
'SpinFixedMonteCarlo.normalized_eq' depends on axioms: [propext, Classical.choice, Quot.sound]
'SpinFixedMonteCarlo.slater_expectation' depends on axioms: [propext, Classical.choice, Quot.sound]
```
